# Energy moments of a vector orthogonal to an eigenvector, from weights on the orthogonal eigenstates

Let H be a Hermitian operator on a finite-dimensional complex inner product space, φ a vector with Hφ = E₀φ for a real E₀, v a vector orthogonal to φ, and ρ any real reference energy. The lemma states that there are finitely many real numbers μᵢ, each an eigenvalue of H with a nonzero eigenvector orthogonal to φ, and weights wᵢ ≥ 0 such that ‖v‖² = ∑ wᵢ, Re⟨v, (H − ρ)v⟩ = ∑ (μᵢ − ρ)wᵢ and ‖(H − ρ)v‖² = ∑ (μᵢ − ρ)²wᵢ. The vector v need not be normalised; if it is nonzero, dividing by ‖v‖² turns the weights into probabilities and the two sums into the mean of H − ρ and of its square in the state v. The proof diagonalises H on the orthogonal complement of φ and takes as weights the squared moduli of the overlaps of v with the resulting orthonormal eigenbasis.

An attempt in Lean 4 with a fault in it:

```lean
import Mathlib

open scoped InnerProductSpace ComplexConjugate

namespace SpectralWeights

variable {V : Type*} [NormedAddCommGroup V] [InnerProductSpace ℂ V]

/-- If `φ` is an eigenvector of a Hermitian `H` and `v` is orthogonal to `φ`, then
`(H - ρ) v` is orthogonal to `φ` as well. -/
theorem residual_orthogonal {H : V →ₗ[ℂ] V} (hH : H.IsSymmetric) {φ v : V} {E₀ : ℝ}
    (hφ : H φ = (E₀ : ℂ) • φ) (hv : ⟪φ, v⟫_ℂ = 0) (ρ : ℝ) :
    ⟪φ, H v - (ρ : ℂ) • v⟫_ℂ = 0 := by
  rw [inner_sub_right, ← hH φ v, hφ, inner_smul_left, inner_smul_right, hv]
  simp

variable [FiniteDimensional ℂ V]

/-- Let `φ` be an eigenvector of a Hermitian `H` on a finite-dimensional space and `v` orthogonal to
`φ`. Then `v` has nonnegative weights on eigenvalues with eigenvectors orthogonal to `φ`, which give
its squared norm, its mean residual and its squared residual at the reference energy `ρ`. -/
theorem spectral_weights {H : V →ₗ[ℂ] V} (hH : H.IsSymmetric) {φ v : V} {E₀ : ℝ}
    (hφ : H φ = (E₀ : ℂ) • φ) (hv : ⟪φ, v⟫_ℂ = 0) (ρ : ℝ) :
    ∃ (n : ℕ) (μ w : Fin n → ℝ), (∀ i, 0 ≤ w i) ∧
      (∀ i, ∃ χ : V, χ ≠ 0 ∧ ⟪φ, χ⟫_ℂ = 0 ∧ H χ = (μ i : ℂ) • χ) ∧
      ∑ i, w i = ‖v‖ ^ 2 ∧
      (⟪v, H v - (ρ : ℂ) • v⟫_ℂ).re = ∑ i, (μ i - ρ) * w i ∧
      ‖H v - (ρ : ℂ) • v‖ ^ 2 = ∑ i, (μ i - ρ) ^ 2 * w i := by
  obtain ⟨K, hmem⟩ : ∃ K : Submodule ℂ V, ∀ x, x ∈ K ↔ ⟪φ, x⟫_ℂ = 0 :=
    ⟨(Submodule.span ℂ {φ})ᗮ, fun x => Submodule.mem_orthogonal_singleton_iff_inner_right⟩
  have hK : ∀ x ∈ K, H x ∈ K := by
    intro x hx
    rw [hmem] at hx ⊢
    rw [← hH φ x, hφ, inner_smul_left, hx, mul_zero]
  -- diagonalise `H` on the orthogonal complement of `φ`
  have hS : (H.restrict hK).IsSymmetric := fun x y => hH (x : V) (y : V)
  obtain ⟨n, b, μ, hb⟩ : ∃ (n : ℕ) (b : OrthonormalBasis (Fin n) ℂ K) (μ : Fin n → ℝ),
      ∀ i, H (b i : V) = (μ i : ℂ) • (b i : V) :=
    ⟨_, hS.eigenvectorBasis rfl, hS.eigenvalues rfl,
      fun i => congrArg Subtype.val (hS.apply_eigenvectorBasis rfl i)⟩
  have hc : ∀ i, ⟪(b i : V), H v - (ρ : ℂ) • v⟫_ℂ
      = ((μ i - ρ : ℝ) : ℂ) * ⟪(b i : V), v⟫_ℂ := by
    intro i
    rw [inner_sub_right, ← hH (b i : V) v, hb, inner_smul_left, inner_smul_right,
      Complex.conj_ofReal]
    push_cast
    ring
  let x : K := ⟨v, (hmem v).mpr hv⟩
  let y : K := ⟨H v - (ρ : ℂ) • v, (hmem _).mpr (residual_orthogonal hH hφ hv ρ)⟩
  refine ⟨n, μ, fun i => ‖⟪(b i : V), v⟫_ℂ‖ ^ 2, fun i => sq_nonneg _,
    fun i => ⟨b i, fun h => b.orthonormal.ne_zero i (Subtype.ext h),
      (hmem _).mp (b i).2, hb i⟩, b.sum_sq_norm_inner_right x, ?_, ?_⟩
  · have h : ∑ i, ⟪v, (b i : V)⟫_ℂ * ⟪(b i : V), H v - (ρ : ℂ) • v⟫_ℂ
        = ⟪v, H v - (ρ : ℂ) • v⟫_ℂ := b.sum_inner_mul_inner x y
    rw [← h, Complex.re_sum]
    refine Finset.sum_congr rfl fun i _ => ?_
    rw [hc, ← inner_conj_symm v (b i : V), ← Complex.normSq_eq_norm_sq]
    simp only [Complex.mul_re, Complex.mul_im, Complex.conj_re, Complex.conj_im,
      Complex.ofReal_re, Complex.ofReal_im, Complex.normSq_apply]
    ring
  · have h : ∑ i, ‖⟪(b i : V), H v - (ρ : ℂ) • v⟫_ℂ‖ ^ 2
        = ‖H v - (ρ : ℂ) • v‖ ^ 2 := b.sum_sq_norm_inner_right y
    rw [← h]
    refine Finset.sum_congr rfl fun i _ => ?_
    rw [hc, norm_mul, mul_pow, Complex.norm_real, Real.norm_eq_abs, sq_abs]

end SpectralWeights
```

Messages:

```
Main.lean:57:43: error: Tactic `rewrite` failed: Did not find an occurrence of the pattern
  ‖?z‖ ^ 2
in the target expression
  ((starRingEnd ℂ) ⟪↑(b i), v⟫_ℂ * (↑(μ i - ρ) * ⟪↑(b i), v⟫_ℂ)).re = (μ i - ρ) * (fun i => ‖⟪↑(b i), v⟫_ℂ‖ ^ 2) i

case refine_1
V : Type u_1
inst✝² : NormedAddCommGroup V
inst✝¹ : InnerProductSpace ℂ V
inst✝ : FiniteDimensional ℂ V
H : V →ₗ[ℂ] V
hH : H.IsSymmetric
φ v : V
E₀ : ℝ
hφ : H φ = ↑E₀ • φ
hv : ⟪φ, v⟫_ℂ = 0
ρ : ℝ
K : Submodule ℂ V
hmem : ∀ (x : V), x ∈ K ↔ ⟪φ, x⟫_ℂ = 0
hK : ∀ x ∈ K, H x ∈ K
hS : (H.restrict hK).IsSymmetric
n : ℕ
b : OrthonormalBasis (Fin n) ℂ ↥K
μ : Fin n → ℝ
hb : ∀ (i : Fin n), H ↑(b i) = ↑(μ i) • ↑(b i)
hc : ∀ (i : Fin n), ⟪↑(b i), H v - ↑ρ • v⟫_ℂ = ↑(μ i - ρ) * ⟪↑(b i), v⟫_ℂ
x : ↥K := ⟨v, ⋯⟩
y : ↥K := ⟨H v - ↑ρ • v, ⋯⟩
h : ∑ i, ⟪v, ↑(b i)⟫_ℂ * ⟪↑(b i), H v - ↑ρ • v⟫_ℂ = ⟪v, H v - ↑ρ • v⟫_ℂ
i : Fin n
x✝ : i ∈ Finset.univ
⊢ ((starRingEnd ℂ) ⟪↑(b i), v⟫_ℂ * (↑(μ i - ρ) * ⟪↑(b i), v⟫_ℂ)).re = (μ i - ρ) * (fun i => ‖⟪↑(b i), v⟫_ℂ‖ ^ 2) i
```

Cause. The error comes from the last rewrite in the proof of the mean-residual formula. `← Complex.normSq_eq_norm_sq` looks for a term of the form `‖?z‖ ^ 2` with `?z` complex, to turn it into `Complex.normSq ?z`. The goal does contain a squared norm, but only inside `(fun i => ‖⟪↑(b i), v⟫_ℂ‖ ^ 2) i`. This unevaluated application arose because the weights were given to `refine` as a function, which then took the place of `w` in `w i`. Inside the function, the squared norm depends on the bound variable `i`, and `rw` cannot rewrite a term that contains a variable bound within the goal. So it finds no match, even though evaluating the application would expose one.

The added `beta_reduce` does that evaluation. The weight becomes `‖⟪↑(b i), v⟫_ℂ‖ ^ 2`, where `i` is now the fixed index from the context, and the rewrite can match it.

The change, after which it compiles:

```diff
@@ -55,4 +55,5 @@
     rw [← h, Complex.re_sum]
     refine Finset.sum_congr rfl fun i _ => ?_
+    beta_reduce
     rw [hc, ← inner_conj_symm v (b i : V), ← Complex.normSq_eq_norm_sq]
     simp only [Complex.mul_re, Complex.mul_im, Complex.conj_re, Complex.conj_im,
```
